# The spectrum of an n × n k·p matrix H0 + kP + (k²/2)1, n ≥ 1, is not periodic in k

## Can a truncated k·p model repeat from zone to zone?

If I treat my n-band k·p model H0 + kP + (k²/2)1 as periodic, I fold a wave number k + G back to k, with G a nonzero reciprocal lattice vector, and at some k I get other levels than from diagonalising at k + G. For one electron in a one-dimensional crystal with a local potential, and with ħ and the electron mass set to 1, the cell-periodic part of a Bloch state obeys the Hamiltonian

H(k) = H0 + kP + (k²/2)1

where H0 is the Hamiltonian at k = 0, P the momentum and 1 the identity. The exact bands repeat with period G. I keep n ≥ 1 states at k = 0, so H0 and P become Hermitian n × n matrices. I believe that no choice of matrix elements restores the periodicity, because k²/2 outgrows everything a finite matrix can supply. Can this be made rigorous and machine-checked?

## The spectrum cannot repeat when the k² term is (k²/2)1 and the basis is finite and fixed

Write ‖A‖ for the operator norm, the least constant with ‖Av‖ ≤ ‖A‖‖v‖ for all vectors v. Let H(k)v = zv with v ≠ 0 and z complex. Moving the free-electron term across gives

(z − k²/2)v = H0 v + kPv

and taking norms,

|z − k²/2| ‖v‖ ≤ ‖H0 v‖ + |k| ‖Pv‖ ≤ (‖H0‖ + |k|‖P‖) ‖v‖.

The factor ‖v‖ > 0 cancels (it is 1 for a normalised state), so

|z − k²/2| ≤ ‖H0‖ + |k|‖P‖.

Hermiticity was not used. If H0 and P are Hermitian, so is H(k), since k and k²/2 are real. Then z*⟨v,v⟩ = ⟨H(k)v,v⟩ = ⟨v,H(k)v⟩ = z⟨v,v⟩, with z* the complex conjugate, forces z to be real, and the disc becomes an interval:

k²/2 − |k|‖P‖ − ‖H0‖ ≤ z ≤ k²/2 + |k|‖P‖ + ‖H0‖.

Suppose that H(k) and H(q) share an eigenvalue z, for real k and q. Since k²/2 − q²/2 = (z − q²/2) − (z − k²/2), the triangle inequality gives

|k²/2 − q²/2| ≤ 2‖H0‖ + (|k| + |q|)‖P‖.

Take G ≠ 0 and a natural number m so large that x = |mG| satisfies x ≥ 2‖P‖ + 4‖H0‖ + 1. An eigenvalue common to H(mG) and H(0) would need x²/2 ≤ 2‖H0‖ + x‖P‖. Multiplying the condition on x by x/2, and using x ≥ 1,

x²/2 ≥ x‖P‖ + 2x‖H0‖ + x/2 ≥ x‖P‖ + 2‖H0‖ + x/2 > x‖P‖ + 2‖H0‖.

So the spectra of H(mG) and H(0) are disjoint. If the spectra of H(k + G) and H(k) agreed for every k, then stepping through k = 0, G, 2G, … would make the spectra of H(mG) and H(0) equal. A set that is disjoint from itself is empty, whereas H(0) has an eigenvalue because n ≥ 1. This is the contradiction.

The lower bound is reached. For a, b, k ≥ 0 put H0 = −a1 and P = −b1. Then ‖H0‖ = a, ‖P‖ = b and H(k) = (k²/2 − kb − a)1. This example is algebraic: it shows that the lower bound cannot be improved for general Hermitian matrices, and it is not meant as a crystal. With a real potential and complete levels at k = 0 kept, the basis states can be chosen real, the diagonal elements of P then vanish, and P = −b1 with b > 0 does not arise.

For a one-electron model of the form H0 + kP + (k²/2)1 along one direction in k, with fixed finite matrices H0 and P, this means that folding k back by G is not an exact symmetry of the matrix, whatever its parameters are.

```lean
import Mathlib

open scoped InnerProductSpace

namespace TruncatedKP

noncomputable section

variable {E : Type*} [NormedAddCommGroup E] [InnerProductSpace ℂ E]

/-- The k.p Hamiltonian `H(k) = H0 + k P + (k²/2) 1`. -/
def kpHamiltonian (H0 P : E →L[ℂ] E) (k : ℝ) : E →L[ℂ] E :=
  H0 + (k : ℂ) • P + ((k ^ 2 / 2 : ℝ) : ℂ) • (1 : E →L[ℂ] E)

/-- An operator is Hermitian if `⟨A x, y⟩ = ⟨x, A y⟩` for all states `x`, `y`. -/
def IsHermitianOp (A : E →L[ℂ] E) : Prop :=
  ∀ x y : E, ⟪A x, y⟫_ℂ = ⟪x, A y⟫_ℂ

/-- The set of complex eigenvalues of an operator. -/
def eigenvalues (A : E →L[ℂ] E) : Set ℂ :=
  {z | ∃ v : E, v ≠ 0 ∧ A v = z • v}

/-- The set of real eigenvalues (energies) of an operator. -/
def energies (A : E →L[ℂ] E) : Set ℝ :=
  {ε | (ε : ℂ) ∈ eigenvalues A}

/-- The real multiple `c 1` of the identity operator. -/
def scalarOp (c : ℝ) : E →L[ℂ] E :=
  (c : ℂ) • (1 : E →L[ℂ] E)

/-- If `H0` and `P` are Hermitian, so is `H(k)` for every real `k`. -/
theorem kpHamiltonian_hermitian {H0 P : E →L[ℂ] E} (hH : IsHermitianOp H0)
    (hP : IsHermitianOp P) (k : ℝ) : IsHermitianOp (kpHamiltonian H0 P k) := by
  intro x y
  change ⟪H0 x + (k : ℂ) • P x + ((k ^ 2 / 2 : ℝ) : ℂ) • x, y⟫_ℂ
    = ⟪x, H0 y + (k : ℂ) • P y + ((k ^ 2 / 2 : ℝ) : ℂ) • y⟫_ℂ
  simp only [inner_add_left, inner_add_right, inner_smul_left, inner_smul_right,
    Complex.conj_ofReal, hH x y, hP x y]

/-- Every eigenvalue of a Hermitian operator equals its real part. -/
theorem eigenvalue_real {A : E →L[ℂ] E} (hA : IsHermitianOp A) {z : ℂ}
    (hz : z ∈ eigenvalues A) : (z.re : ℂ) = z := by
  obtain ⟨v, hv, h⟩ := hz
  have h1 := hA v v
  rw [h, inner_smul_left, inner_smul_right] at h1
  have h2 : ⟪v, v⟫_ℂ ≠ 0 := fun h0 => hv (inner_self_eq_zero.mp h0)
  exact Complex.conj_eq_iff_re.mp (mul_right_cancel₀ h2 h1)

/-- An operator on a nonzero finite-dimensional complex space has an eigenvalue. -/
theorem eigenvalues_nonempty [FiniteDimensional ℂ E] [Nontrivial E] (A : E →L[ℂ] E) :
    (eigenvalues A).Nonempty := by
  obtain ⟨z, hz⟩ := Module.End.exists_eigenvalue (A : E →ₗ[ℂ] E)
  obtain ⟨v, hv⟩ := hz.exists_hasEigenvector
  exact ⟨z, v, hv.2, hv.apply_eq_smul⟩

/-- Every eigenvalue of `H(k)` lies within distance `‖H0‖ + |k| ‖P‖` of `k²/2`. -/
theorem eigenvalue_near_parabola (H0 P : E →L[ℂ] E) (k : ℝ) {z : ℂ}
    (hz : z ∈ eigenvalues (kpHamiltonian H0 P k)) :
    ‖z - ((k ^ 2 / 2 : ℝ) : ℂ)‖ ≤ ‖H0‖ + |k| * ‖P‖ := by
  obtain ⟨v, hv, h⟩ := hz
  have h' : H0 v + (k : ℂ) • P v + ((k ^ 2 / 2 : ℝ) : ℂ) • v = z • v := h
  -- move the free-electron term to the side of the eigenvalue
  have h1 : (z - ((k ^ 2 / 2 : ℝ) : ℂ)) • v = H0 v + (k : ℂ) • P v := by
    rw [sub_smul, ← h']
    abel
  have hpos : 0 < ‖v‖ := norm_pos_iff.mpr hv
  refine le_of_mul_le_mul_right ?_ hpos
  calc ‖z - ((k ^ 2 / 2 : ℝ) : ℂ)‖ * ‖v‖ = ‖H0 v + (k : ℂ) • P v‖ := by
        rw [← norm_smul, h1]
    _ ≤ ‖H0 v‖ + ‖(k : ℂ) • P v‖ := norm_add_le _ _
    _ = ‖H0 v‖ + |k| * ‖P v‖ := by
        rw [norm_smul, Complex.norm_real, Real.norm_eq_abs]
    _ ≤ ‖H0‖ * ‖v‖ + |k| * (‖P‖ * ‖v‖) :=
        add_le_add (H0.le_opNorm v)
          (mul_le_mul_of_nonneg_left (P.le_opNorm v) (abs_nonneg k))
    _ = (‖H0‖ + |k| * ‖P‖) * ‖v‖ := by ring

/-- For Hermitian `H0` and `P`, every eigenvalue of `H(k)` is real and lies between
`k²/2 - |k| ‖P‖ - ‖H0‖` and `k²/2 + |k| ‖P‖ + ‖H0‖`. -/
theorem eigenvalue_window {H0 P : E →L[ℂ] E} (hH : IsHermitianOp H0)
    (hP : IsHermitianOp P) (k : ℝ) {z : ℂ}
    (hz : z ∈ eigenvalues (kpHamiltonian H0 P k)) :
    (z.re : ℂ) = z ∧ k ^ 2 / 2 - |k| * ‖P‖ - ‖H0‖ ≤ z.re ∧
      z.re ≤ k ^ 2 / 2 + |k| * ‖P‖ + ‖H0‖ := by
  have h1 := (Complex.abs_re_le_norm _).trans (eigenvalue_near_parabola H0 P k hz)
  rw [Complex.sub_re, Complex.ofReal_re, abs_le] at h1
  exact ⟨eigenvalue_real (kpHamiltonian_hermitian hH hP k) hz,
    by linarith [h1.1], by linarith [h1.2]⟩

/-- If `H(k)` and `H(q)` share an eigenvalue, then
`|k²/2 - q²/2| ≤ 2 ‖H0‖ + (|k| + |q|) ‖P‖`. -/
theorem shared_eigenvalue_bound (H0 P : E →L[ℂ] E) (k q : ℝ) {z : ℂ}
    (hk : z ∈ eigenvalues (kpHamiltonian H0 P k))
    (hq : z ∈ eigenvalues (kpHamiltonian H0 P q)) :
    |k ^ 2 / 2 - q ^ 2 / 2| ≤ 2 * ‖H0‖ + (|k| + |q|) * ‖P‖ := by
  have h1 := eigenvalue_near_parabola H0 P k hk
  have h2 := eigenvalue_near_parabola H0 P q hq
  have e : ((k ^ 2 / 2 - q ^ 2 / 2 : ℝ) : ℂ)
      = (z - ((q ^ 2 / 2 : ℝ) : ℂ)) - (z - ((k ^ 2 / 2 : ℝ) : ℂ)) := by
    push_cast
    ring
  have h3 := norm_sub_le (z - ((q ^ 2 / 2 : ℝ) : ℂ)) (z - ((k ^ 2 / 2 : ℝ) : ℂ))
  rw [← e, Complex.norm_real, Real.norm_eq_abs] at h3
  linarith

/-- For nonzero `G` there is a natural number `m` such that `H(mG)` and `H(0)` have no
eigenvalue in common. -/
theorem exists_disjoint_multiple (H0 P : E →L[ℂ] E) {G : ℝ} (hG : G ≠ 0) :
    ∃ m : ℕ, Disjoint (eigenvalues (kpHamiltonian H0 P (m * G)))
      (eigenvalues (kpHamiltonian H0 P 0)) := by
  obtain ⟨m, hm⟩ := exists_nat_ge ((2 * ‖P‖ + 4 * ‖H0‖ + 1) / |G|)
  rw [div_le_iff₀ (abs_pos.mpr hG)] at hm
  refine ⟨m, Set.disjoint_left.mpr fun z h1 h0 => ?_⟩
  have hx : 2 * ‖P‖ + 4 * ‖H0‖ + 1 ≤ |(m : ℝ) * G| := by
    rw [abs_mul, Nat.abs_cast]
    exact hm
  have h2 := (le_abs_self _).trans (shared_eigenvalue_bound H0 P _ _ h1 h0)
  rw [abs_zero, add_zero, ← sq_abs ((m : ℝ) * G)] at h2
  generalize |(m : ℝ) * G| = x at hx h2
  -- the quadratic term outgrows the linear one
  have ha := norm_nonneg H0
  have hb := norm_nonneg P
  have hx1 : 0 ≤ x - 1 := by linarith
  have hx0 : 0 ≤ x := by linarith
  nlinarith [mul_nonneg hx0 (sub_nonneg.mpr hx), mul_nonneg ha hx1]

/-- In finite nonzero dimension, no nonzero real `G` makes the eigenvalue sets of `H(k + G)`
and `H(k)` equal for all `k`, for arbitrary operators `H0` and `P`. -/
theorem eigenvalues_not_periodic [FiniteDimensional ℂ E] [Nontrivial E]
    (H0 P : E →L[ℂ] E) {G : ℝ} (hG : G ≠ 0) :
    ¬ ∀ k : ℝ, eigenvalues (kpHamiltonian H0 P (k + G))
      = eigenvalues (kpHamiltonian H0 P k) := by
  intro hper
  have hm : ∀ m : ℕ, eigenvalues (kpHamiltonian H0 P (m * G))
      = eigenvalues (kpHamiltonian H0 P 0) := by
    intro m
    induction m with
    | zero => rw [Nat.cast_zero, zero_mul]
    | succ m ih => rw [Nat.cast_succ, add_mul, one_mul, hper, ih]
  obtain ⟨m, hd⟩ := exists_disjoint_multiple H0 P hG
  obtain ⟨z, hz⟩ := eigenvalues_nonempty (kpHamiltonian H0 P 0)
  exact Set.disjoint_left.mp hd (by rw [hm m]; exact hz) hz

/-- In finite nonzero dimension and for Hermitian `H0` and `P`, no nonzero real `G` makes the
real energies of `H(k + G)` and `H(k)` equal for all `k`. -/
theorem energies_not_periodic [FiniteDimensional ℂ E] [Nontrivial E]
    {H0 P : E →L[ℂ] E} (hH : IsHermitianOp H0) (hP : IsHermitianOp P) {G : ℝ} (hG : G ≠ 0) :
    ¬ ∀ k : ℝ, energies (kpHamiltonian H0 P (k + G)) = energies (kpHamiltonian H0 P k) := by
  intro hper
  apply eigenvalues_not_periodic H0 P hG
  -- all eigenvalues are real, so the energies determine the eigenvalue set
  have key : ∀ (k : ℝ) (z : ℂ), z ∈ eigenvalues (kpHamiltonian H0 P k) ↔
      (z.re : ℂ) = z ∧ z.re ∈ energies (kpHamiltonian H0 P k) := by
    intro k z
    constructor
    · intro hz
      have hr := eigenvalue_real (kpHamiltonian_hermitian hH hP k) hz
      refine ⟨hr, ?_⟩
      change (z.re : ℂ) ∈ eigenvalues (kpHamiltonian H0 P k)
      rw [hr]
      exact hz
    · rintro ⟨hr, hz⟩
      have hz' : (z.re : ℂ) ∈ eigenvalues (kpHamiltonian H0 P k) := hz
      rwa [hr] at hz'
  intro k
  ext z
  rw [key, key, hper]

/-- For the Hermitian operators `H0 = -a 1` and `P = -b 1` with `a, b, k ≥ 0`, the value
`k²/2 - |k| ‖P‖ - ‖H0‖` is an energy of `H(k)`. -/
theorem lower_bound_attained [Nontrivial E] {a b k : ℝ} (ha : 0 ≤ a) (hb : 0 ≤ b)
    (hk : 0 ≤ k) :
    IsHermitianOp (scalarOp (-a) : E →L[ℂ] E) ∧ IsHermitianOp (scalarOp (-b) : E →L[ℂ] E) ∧
      k ^ 2 / 2 - |k| * ‖(scalarOp (-b) : E →L[ℂ] E)‖ - ‖(scalarOp (-a) : E →L[ℂ] E)‖
        ∈ energies (kpHamiltonian (scalarOp (-a) : E →L[ℂ] E) (scalarOp (-b)) k) := by
  have hherm : ∀ c : ℝ, IsHermitianOp (scalarOp c : E →L[ℂ] E) := by
    intro c x y
    change ⟪(c : ℂ) • x, y⟫_ℂ = ⟪x, (c : ℂ) • y⟫_ℂ
    rw [inner_smul_left, inner_smul_right, Complex.conj_ofReal]
  have hnorm : ∀ c : ℝ, ‖(scalarOp c : E →L[ℂ] E)‖ = |c| := by
    intro c
    rw [scalarOp, norm_smul, norm_one, mul_one, Complex.norm_real, Real.norm_eq_abs]
  refine ⟨hherm _, hherm _, ?_⟩
  rw [hnorm, hnorm, abs_neg, abs_neg, abs_of_nonneg ha, abs_of_nonneg hb, abs_of_nonneg hk]
  obtain ⟨v, hv⟩ := exists_ne (0 : E)
  refine ⟨v, hv, ?_⟩
  change ((-a : ℝ) : ℂ) • v + (k : ℂ) • (((-b : ℝ) : ℂ) • v) + ((k ^ 2 / 2 : ℝ) : ℂ) • v
    = ((k ^ 2 / 2 - k * b - a : ℝ) : ℂ) • v
  rw [smul_smul, ← add_smul, ← add_smul]
  congr 1
  push_cast
  ring

end

end TruncatedKP
```

```lean
#print axioms TruncatedKP.eigenvalue_window
#print axioms TruncatedKP.energies_not_periodic
#print axioms TruncatedKP.lower_bound_attained
```

```
'TruncatedKP.eigenvalue_window' depends on axioms: [propext, Classical.choice, Quot.sound]
'TruncatedKP.energies_not_periodic' depends on axioms: [propext, Classical.choice, Quot.sound]
'TruncatedKP.lower_bound_attained' depends on axioms: [propext, Classical.choice, Quot.sound]
```

## States, operators and spectra in Lean

The state space `E` is a complex inner product space, and `E →L[ℂ] E` is the type of bounded linear operators, on which `‖H0‖` is the operator norm. The bracket `⟪x, y⟫_ℂ` is conjugate-linear in its first slot, as in Dirac notation. `kpHamiltonian H0 P k` is H(k) for real k, with the coefficient ½ corresponding to ħ and the electron mass set to 1. `IsHermitianOp` is a hypothesis on H0 and P. It stands for the fact that matrices of energy and momentum in an orthonormal basis are Hermitian, and neither a crystal potential nor the projection onto n states appears in the code. `eigenvalues A` is the set of complex z with a nonzero, unnormalised eigenvector, and `energies A` is the set of real numbers in it. Both ignore degeneracy, so the result also excludes agreement counted with multiplicity.

`eigenvalue_near_parabola` states the disc bound for arbitrary bounded H0 and P. `eigenvalue_window` states, for Hermitian H0 and P, that z is real, written `(z.re : ℂ) = z`, and lies in the interval. Neither needs finite dimension, but in infinite dimension they speak of eigenvalues only, and the true momentum operator is unbounded and falls outside the type. `eigenvalues_not_periodic` and `energies_not_periodic` assume `FiniteDimensional ℂ E` and `Nontrivial E`, which describe ℂⁿ with n ≥ 1. On the zero space all spectra are empty and hence periodic. For n = 1 the single band H0 + kP + k²/2 is a parabola. `G` is any nonzero real number, not tied to a lattice. The first theorem takes arbitrary operators, the second Hermitian ones. `lower_bound_attained` covers the scalar example on any nonzero space, for k ≥ 0.

The conclusion is that the spectra differ at some k. It gives no size for the mismatch, and it allows agreement at particular points: with H0 = P = 0 the levels at −G/2 and G/2 coincide. Models whose k² term is a matrix other than (k²/2)1, as arises when remote bands are folded into effective masses, are not of this form, and neither are bases that change with k.

## From the norm estimate to the contradiction

In `eigenvalue_near_parabola`, `h1` is the rearranged eigenvalue equation, the `calc` chain is the norm estimate with `le_opNorm` supplying ‖Av‖ ≤ ‖A‖‖v‖, and `le_of_mul_le_mul_right` cancels ‖v‖. `kpHamiltonian_hermitian` expands both brackets term by term, where `Complex.conj_ofReal` lets the real coefficients pass between slots. `eigenvalue_real` cancels ⟨v,v⟩ ≠ 0 in z*⟨v,v⟩ = z⟨v,v⟩. `eigenvalue_window` bounds |Re z − k²/2| by |z − k²/2| and splits the absolute value into two inequalities.

`shared_eigenvalue_bound` writes the difference of the two parabolas as `e` and applies `norm_sub_le`. In `exists_disjoint_multiple`, `exists_nat_ge` picks m above `(2 * ‖P‖ + 4 * ‖H0‖ + 1) / |G|`, and |mG| is renamed `x`. The two products handed to `nlinarith` are x(x − 2‖P‖ − 4‖H0‖ − 1) ≥ 0 and ‖H0‖(x − 1) ≥ 0, the first two inequalities of the chain for x²/2. `eigenvalues_nonempty` takes an eigenvalue from `Module.End.exists_eigenvalue`, which rests on ℂ being algebraically closed.

`eigenvalues_not_periodic` proves the equality of the spectra at mG and 0 by induction on m, using (m + 1)G = mG + G, and sets it against disjointness. `energies_not_periodic` reduces to this. Its step `key` says that z is an eigenvalue exactly when z is real and its real part is an energy, so periodic energies would give periodic eigenvalue sets. Hermiticity matters here, since a general matrix family could have no real level at all. `lower_bound_attained` computes the norm of c1 as |c| for real c and checks the eigenvalue equation on any nonzero vector.

## Three dimensions

The same argument applies to a vector k and a triple P of matrices, with H(k) = H0 + k·P + (|k|²/2)1, though the code above contains only the one-parameter case. On the line k = sĝ along the unit vector ĝ = G/|G| of a nonzero vector G, with s real,

H(sĝ) = H0 + s(ĝ·P) + (s²/2)1.

This is the one-parameter family with ĝ·P in place of P. Periodicity under G would give it the period |G| in s, which is excluded.
